# Egg-box noise of a feature narrower than the grid spacing

Let $g:\mathbb R\to\mathbb R$ be a contribution to an energy density along a line, and let $h$ be the spacing of a uniform grid. The grid points are $jh+a$, where $j$ runs over all integers and $a$ is the shift of the grid relative to the feature. The grid energy is

$$E(a)=h\sum_{j\in\mathbb Z} g(jh+a).$$

Shifts are taken in $[0,h]$, and the average over shifts is $\frac1h\int_0^h E(a)\,da$. The feature is confined to $[-w,w]$, meaning that $g(x)=0$ whenever $|x|>w$. Energies and lengths are plain real numbers, without units or rounding.

## Average, minimum and maximum over shifts

Suppose that $g$ is continuous, nonnegative and not identically zero, and that $2w<h$. Then $E$ has average $\int g$, least value $0$ and greatest value $hM$, where $M=\max g>0$.

Some semilocal density functionals, SCAN among them, switch between regimes, and the switching can put narrow structure into the energy density. In this one-dimensional model with a single fixed feature, structure narrower than the grid spacing makes the computed energy depend on where the system sits relative to the grid, which is the egg-box effect of real-space electronic structure codes. The condition $2w<h$ says that the whole feature fits between two neighbouring grid points. A somewhat wider feature can still be poorly resolved.

**The spacing is positive.** Some $z$ has $g(z)\neq0$, so $|z|\le w$, and hence $0\le 2w<h$.

**Two points suffice.** Let $0\le a\le h$. For $j\ge1$ we have $jh+a\ge h$, and for $j\le-2$ we have $jh+a\le-2h+h=-h$. If $g$ vanishes wherever $|x|\ge h$, only $j=0$ and $j=-1$ remain:

$$E(a)=h\,[g(a)+g(a-h)].$$

This applies here, because $w<h$.

**The average.** Substituting $x=a-h$ in the second term gives

$$\frac1h\int_0^h E(a)\,da=\int_0^h g(x)\,dx+\int_{-h}^0 g(x)\,dx=\int_{-\infty}^{\infty} g(x)\,dx.$$

**The minimum.** Since $g\ge0$, also $E\ge0$. At $a=h/2$ the two points are $\pm h/2$, both farther than $w$ from the origin, so $E(h/2)=0$.

**The maximum.** A continuous function attains a maximum on $[-w,w]$, say $M=g(x)$. Because $g$ is zero elsewhere and nonnegative here, $M$ is the maximum on the whole line, and $M\ge g(z)>0$. If $a\le h/2$, then $a-h\le-h/2<-w$ and $g(a-h)=0$. If $a\ge h/2$, then $a>w$ and $g(a)=0$. At most one term survives, so $E(a)\le hM$. The bound is reached: for $x\ge0$ take $a=x$, whose neighbour $x-h$ lies below $-w$; for $x\le0$ take $a=x+h$, which lies above $w$ and leaves $g(a-h)=g(x)$.

## Size of the noise, and a triangle without any

Because one of the two terms always vanishes, the cross term in $E^2$ is zero:

$$E(a)^2=h^2\,[g(a)^2+g(a-h)^2].$$

This is $h$ times the grid energy of $g^2$, so its average over shifts is $h\int g^2$. Subtracting $(\int g)^2$ then gives the variance.

If $w>0$, the integral is at most width times height, $\int g\le 2wM$. At the shift that samples the maximum,

$$E=hM\ge\frac{h}{2w}\int g.$$

The narrower the feature relative to the grid, the larger this factor.

Now take the triangle $g(x)=\max(0,1-|x|/h)$, whose half-width is $h$ and whose area is $h$. For $0\le a\le h$,

$$E(a)=h\left[\left(1-\frac ah\right)+\left(1-\frac{h-a}h\right)\right]=h.$$

The grid energy is correct at every shift. This depends on the shape as well as the width: the square of the triangle has the same half-width, but its grid energy varies with $a$.

## The grid energy in Lean

```lean
import Mathlib

open Set

namespace GridShiftNoise

noncomputable section
```

The function `g` has type `ℝ → ℝ`, and `gridSum g h a` is $E(a)$.

```lean
/-- The energy of a feature `g` on a uniform grid of spacing `h` shifted by `a`:
`h` times the sum of `g (j h + a)` over all integers `j`. -/
def gridSum (g : ℝ → ℝ) (h a : ℝ) : ℝ := h * ∑' j : ℤ, g (j * h + a)
```

The symbol `∑'` is a sum over all integers, not over a truncated range. In the theorems below at most two terms are nonzero, so convergence plays no role.

A different model would use a periodic cell of length $Nh$ with $N$ grid points, and replace $g$ by the sum of its periodic images. The grid energy would then be a finite sum with the same value as here, and the integral would run over one cell. That is closer to a simulation with periodic boundaries, but it ties the cell length to the spacing and adds $N$ to every statement.

## Reduction to two grid points

The hypothesis `hs` here says that the feature vanishes at distance `h` and beyond, which is weaker than $2w<h$ and also admits the triangle.

```lean
/-- If the feature vanishes at distance `h > 0` and beyond, only two grid points contribute
for a shift between `0` and `h`. -/
theorem gridSum_eq_two {g : ℝ → ℝ} {h a : ℝ} (hh : 0 < h)
    (hs : ∀ x, h ≤ |x| → g x = 0) (ha : a ∈ Icc 0 h) :
    gridSum g h a = h * (g a + g (a - h)) := by
  have key : ∑' j : ℤ, g (j * h + a) = ∑ j ∈ ({0, -1} : Finset ℤ), g (j * h + a) := by
    refine tsum_eq_sum (fun j hj => ?_)
    simp only [Finset.mem_insert, Finset.mem_singleton, not_or] at hj
    apply hs
    -- all other grid points lie at distance at least `h` from the origin
    rcases (by omega : 1 ≤ j ∨ j ≤ -2) with hj1 | hj1
    · have h1 : (1 : ℝ) ≤ j := by exact_mod_cast hj1
      exact le_abs.2 (Or.inl (by nlinarith [ha.1, mul_nonneg (sub_nonneg.2 h1) hh.le]))
    · have h1 : (j : ℝ) ≤ -2 := by exact_mod_cast hj1
      exact le_abs.2 (Or.inr (by nlinarith [ha.2, mul_nonneg (sub_nonneg.2 h1) hh.le]))
  have e0 : ((0 : ℤ) : ℝ) * h + a = a := by simp
  have e1 : ((-1 : ℤ) : ℝ) * h + a = a - h := by push_cast; ring
  rw [gridSum, key, Finset.sum_pair (by norm_num), e0, e1]
```

The step `key` reduces the infinite sum to the set `{0, -1}`. Any other integer satisfies `1 ≤ j` or `j ≤ -2`, and the two `nlinarith` calls supply the distance estimates made by hand.

## The average is the integral

This theorem needs neither nonnegativity nor $2w<h$.

```lean
/-- For a continuous feature that vanishes at distance `h > 0` and beyond, the grid energy
averaged over all shifts is the exact integral. -/
theorem average_gridSum {g : ℝ → ℝ} {h : ℝ} (hg : Continuous g) (hh : 0 < h)
    (hs : ∀ x, h ≤ |x| → g x = 0) :
    (1 / h) * ∫ a in (0 : ℝ)..h, gridSum g h a = ∫ x, g x := by
  have e : ∫ a in (0 : ℝ)..h, gridSum g h a
      = ∫ a in (0 : ℝ)..h, h * (g a + g (a - h)) := by
    apply intervalIntegral.integral_congr
    intro a ha
    rw [uIcc_of_le hh.le] at ha
    exact gridSum_eq_two hh hs ha
  have ii : ∀ u v, IntervalIntegrable g MeasureTheory.volume u v :=
    fun u v => hg.intervalIntegrable u v
  have hc : Continuous fun a => g (a - h) := by fun_prop
  have hi : IntervalIntegrable (fun a => g (a - h)) MeasureTheory.volume 0 h :=
    hc.intervalIntegrable _ _
  have full : ∫ x in (-h)..h, g x = ∫ x, g x := by
    apply intervalIntegral.integral_eq_integral_of_support_subset
    intro x hx
    have hlt : |x| < h := lt_of_not_ge fun k => hx (hs x k)
    exact ⟨(abs_lt.1 hlt).1, (abs_lt.1 hlt).2.le⟩
  -- the two contributions tile the interval from `-h` to `h`
  have adj := intervalIntegral.integral_add_adjacent_intervals (ii (-h) 0) (ii 0 h)
  rw [e, intervalIntegral.integral_const_mul, intervalIntegral.integral_add (ii 0 h) hi,
    intervalIntegral.integral_comp_sub_right g h, zero_sub, sub_self, ← full, ← adj,
    one_div, inv_mul_cancel_left₀ hh.ne']
  exact add_comm _ _
```

First `e` replaces the grid energy by its two-point form under the integral. Then `full` identifies the integral over $[-h,h]$ with the one over the line, and `adj` splits it at zero. The rewrite with `integral_comp_sub_right` is the substitution $x=a-h$.

## At most one point sees the feature

The next lemma distinguishes $a\le h/2$ from $a\ge h/2$, as in the argument for the maximum.

```lean
/-- Two neighbouring grid points cannot both see a feature of full width `2w < h`. -/
theorem one_point_misses {g : ℝ → ℝ} {h w : ℝ} (hs : ∀ x, w < |x| → g x = 0)
    (hw : 2 * w < h) (a : ℝ) : g a = 0 ∨ g (a - h) = 0 := by
  rcases le_total a (h / 2) with k | k
  · exact Or.inr (hs _ (lt_abs.2 (Or.inr (by linarith))))
  · exact Or.inl (hs _ (lt_abs.2 (Or.inl (by linarith))))
```

Conversely, every value taken on $[-w,w]$ is sampled alone at some shift. The proof chooses `x` or `x + h` according to the sign of `x`.

```lean
/-- For a feature confined to `[-w, w]` with `2w < h`, for each of its values there some shift in
`[0, h]` gives a grid energy equal to `h` times that value. -/
theorem exists_shift_sampling {g : ℝ → ℝ} {h w x : ℝ} (hs : ∀ x, w < |x| → g x = 0)
    (hw : 2 * w < h) (hx : |x| ≤ w) : ∃ a ∈ Icc 0 h, gridSum g h a = h * g x := by
  have h0 := abs_nonneg x
  have hh : 0 < h := by linarith
  have hs' : ∀ y, h ≤ |y| → g y = 0 := fun y hy => hs y (by linarith)
  obtain ⟨hl, hr⟩ := abs_le.1 hx
  rcases le_total 0 x with k | k
  · have ha : x ∈ Icc 0 h := ⟨k, by linarith⟩
    refine ⟨x, ha, ?_⟩
    rw [gridSum_eq_two hh hs' ha, hs (x - h) (lt_abs.2 (Or.inr (by linarith))), add_zero]
  · have ha : x + h ∈ Icc 0 h := ⟨by linarith, by linarith⟩
    refine ⟨x + h, ha, ?_⟩
    rw [gridSum_eq_two hh hs' ha, hs (x + h) (lt_abs.2 (Or.inl (by linarith))), zero_add,
      add_sub_cancel_right]
```

## The egg-box theorem

The hypotheses of `eggbox_noise` are continuity (`hg`), nonnegativity (`hpos`), a nonzero value somewhere (`hne`), confinement to $[-w,w]$ (`hs`) and lack of resolution (`hw`). Positivity of `h` is derived.

The conclusion has three parts. The first is the average. The second, `IsLeast (gridSum g h '' Icc 0 h) 0`, says that zero is a lower bound for the energies at shifts in $[0,h]$ and is itself one of them. The third provides a positive `M` that is an attained maximum of `g`, and says that `h * M` is the attained maximum of the grid energy.

```lean
/-- Egg-box noise: for a continuous, nonnegative, not identically zero feature confined to
`[-w, w]` with `2w < h`, the grid energy over shifts in `[0, h]` has the exact integral as
average, least value `0`, and greatest value `h` times the positive maximum of the feature. -/
theorem eggbox_noise {g : ℝ → ℝ} {h w : ℝ} (hg : Continuous g) (hpos : ∀ x, 0 ≤ g x)
    (hne : ∃ x, g x ≠ 0) (hs : ∀ x, w < |x| → g x = 0) (hw : 2 * w < h) :
    (1 / h) * (∫ a in (0 : ℝ)..h, gridSum g h a) = ∫ x, g x ∧
    IsLeast (gridSum g h '' Icc 0 h) 0 ∧
    ∃ M, 0 < M ∧ IsGreatest (range g) M ∧ IsGreatest (gridSum g h '' Icc 0 h) (h * M) := by
  obtain ⟨z, hz⟩ := hne
  have hzw : |z| ≤ w := le_of_not_gt fun k => hz (hs z k)
  have h0 := abs_nonneg z
  have hh : 0 < h := by linarith
  have hs' : ∀ y, h ≤ |y| → g y = 0 := fun y hy => hs y (by linarith)
  refine ⟨average_gridSum hg hh hs', ⟨?_, ?_⟩, ?_⟩
  · -- at half a grid spacing the feature falls between the grid points
    have ha : h / 2 ∈ Icc 0 h := ⟨by linarith, by linarith⟩
    refine ⟨h / 2, ha, ?_⟩
    rw [gridSum_eq_two hh hs' ha, hs (h / 2) (lt_abs.2 (Or.inl (by linarith))),
      hs (h / 2 - h) (lt_abs.2 (Or.inr (by linarith))), add_zero, mul_zero]
  · rintro _ ⟨a, ha, rfl⟩
    rw [gridSum_eq_two hh hs' ha]
    exact mul_nonneg hh.le (add_nonneg (hpos _) (hpos _))
  · obtain ⟨x, hx, hm⟩ := isCompact_Icc.exists_isMaxOn
      (nonempty_Icc.2 (by linarith : -w ≤ w)) hg.continuousOn
    have top : ∀ y, g y ≤ g x := by
      intro y
      rcases le_or_gt |y| w with k | k
      · exact isMaxOn_iff.1 hm y (abs_le.1 k)
      · rw [hs y k]
        exact hpos x
    refine ⟨g x, lt_of_lt_of_le (lt_of_le_of_ne (hpos z) (Ne.symm hz)) (top z),
      ⟨⟨x, rfl⟩, ?_⟩, exists_shift_sampling hs hw (abs_le.2 hx), ?_⟩
    · rintro _ ⟨y, rfl⟩
      exact top y
    · rintro _ ⟨a, ha, rfl⟩
      rw [gridSum_eq_two hh hs' ha]
      apply mul_le_mul_of_nonneg_left _ hh.le
      rcases one_point_misses hs hw a with k | k
      · rw [k, zero_add]
        exact top _
      · rw [k, add_zero]
        exact top _
```

After `hh` has established $h>0$, the average comes from `average_gridSum`. The minimum is witnessed by `h / 2`. For the maximum, compactness of $[-w,w]$ supplies `x`, and `top` extends its maximality to the whole line. Then `exists_shift_sampling` shows that the value is reached, while `one_point_misses` gives the upper bound.

The theorem concerns a prescribed function on a uniform one-dimensional grid. It contains no SCAN formula, no density that responds to the grid, and no three-dimensional or atom-centred quadrature. Whether a given functional produces such a feature is a separate question.

## Mean square and worst case

The mean-square identity assumes $h>0$ explicitly, since here `g` may be zero, and it allows either sign of `g`.

```lean
/-- For a continuous feature confined to `[-w, w]` with `2w < h` and `h > 0`, the mean square
of the grid energy over shifts is `h` times the integral of the squared feature. -/
theorem mean_square_gridSum {g : ℝ → ℝ} {h w : ℝ} (hg : Continuous g) (hh : 0 < h)
    (hs : ∀ x, w < |x| → g x = 0) (hw : 2 * w < h) :
    (1 / h) * ∫ a in (0 : ℝ)..h, gridSum g h a ^ 2 = h * ∫ x, g x ^ 2 := by
  have hs' : ∀ y, h ≤ |y| → g y = 0 := fun y hy => hs y (by linarith)
  have hq : ∀ y, h ≤ |y| → (fun x => g x ^ 2) y = 0 := fun y hy => by simp [hs' y hy]
  have e : ∫ a in (0 : ℝ)..h, gridSum g h a ^ 2
      = ∫ a in (0 : ℝ)..h, h * gridSum (fun x => g x ^ 2) h a := by
    apply intervalIntegral.integral_congr
    intro a ha
    rw [uIcc_of_le hh.le] at ha
    change gridSum g h a ^ 2 = h * gridSum (fun x => g x ^ 2) h a
    rw [gridSum_eq_two hh hs' ha, gridSum_eq_two hh hq ha]
    -- the cross term vanishes
    rcases one_point_misses hs hw a with k | k <;> rw [k] <;> ring
  have avg : (1 / h) * ∫ a in (0 : ℝ)..h, gridSum (fun x => g x ^ 2) h a
      = ∫ x, g x ^ 2 := average_gridSum (hg.pow 2) hh hq
  rw [e, intervalIntegral.integral_const_mul, ← avg]
  ring
```

The step `e` expresses the squared energy as `h` times the grid energy of the squared feature, with `one_point_misses` removing the cross term. Applying `average_gridSum` to $g^2$ finishes the proof.

The next theorem gives a lower bound for the grid energy at some shift. It does not require nonnegativity either, but it describes an overestimate, by at least the factor $h/(2w)>1$, only when the integral is positive.

```lean
/-- For a continuous feature confined to `[-w, w]` with `0 < 2w < h`, some shift gives a grid
energy of at least `h / (2w)` times the exact integral. -/
theorem exists_shift_overestimate {g : ℝ → ℝ} {h w : ℝ} (hg : Continuous g) (h0 : 0 < w)
    (hs : ∀ x, w < |x| → g x = 0) (hw : 2 * w < h) :
    ∃ a ∈ Icc 0 h, h / (2 * w) * ∫ x, g x ≤ gridSum g h a := by
  have hh : 0 < h := by linarith
  have hle : -w ≤ w := by linarith
  obtain ⟨x, hx, hm⟩ := isCompact_Icc.exists_isMaxOn (nonempty_Icc.2 hle) hg.continuousOn
  obtain ⟨a, ha, e⟩ := exists_shift_sampling hs hw (abs_le.2 hx)
  refine ⟨a, ha, ?_⟩
  have r : ∫ y in Icc (-w) w, g y = ∫ y, g y :=
    MeasureTheory.setIntegral_eq_integral_of_forall_compl_eq_zero
      (fun y hy => hs y (lt_of_not_ge fun k => hy (abs_le.1 k)))
  -- the integral is at most width times height
  have b : ∫ y, g y ≤ 2 * w * g x := by
    rw [← r, MeasureTheory.integral_Icc_eq_integral_Ioc, ← intervalIntegral.integral_of_le hle]
    calc ∫ y in (-w)..w, g y ≤ ∫ _ in (-w)..w, g x :=
          intervalIntegral.integral_mono_on hle (hg.intervalIntegrable _ _)
            (continuous_const.intervalIntegrable _ _) (fun y hy => isMaxOn_iff.1 hm y hy)
      _ = 2 * w * g x := by
          rw [intervalIntegral.integral_const, smul_eq_mul]
          ring
  rw [e]
  calc h / (2 * w) * ∫ y, g y ≤ h / (2 * w) * (2 * w * g x) :=
        mul_le_mul_of_nonneg_left b (by positivity)
    _ = h * g x := by field_simp
```

Here `r` restricts the integral to $[-w,w]$, and `b` is the bound by width times height. The final `calc` multiplies that bound by $h/(2w)$.

## The triangle in Lean

The last theorem states that the grid energy of the triangle equals `h` at every shift in $[0,h]$.

```lean
/-- A triangular feature of unit height and half-width equal to the grid spacing `h > 0` has
the same grid energy `h` at every shift in `[0, h]`. -/
theorem triangle_no_noise {h a : ℝ} (hh : 0 < h) (ha : a ∈ Icc 0 h) :
    gridSum (fun x => max 0 (1 - |x| / h)) h a = h := by
  have hs : ∀ x, h ≤ |x| → (fun x => max 0 (1 - |x| / h)) x = 0 :=
    fun x hx => max_eq_left (sub_nonpos.2 ((one_le_div hh).2 hx))
  rw [gridSum_eq_two hh hs ha]
  have e1 : |a - h| = h - a := by
    rw [abs_of_nonpos (by linarith [ha.2])]
    ring
  have e2 : (h - a) / h = 1 - a / h := by rw [sub_div, div_self hh.ne']
  have p1 : a / h ≤ 1 := (div_le_one hh).2 ha.2
  have p2 : 0 ≤ a / h := div_nonneg ha.1 hh.le
  change h * (max 0 (1 - |a| / h) + max 0 (1 - |a - h| / h)) = h
  rw [e1, e2, abs_of_nonneg ha.1, max_eq_right (by linarith), max_eq_right (by linarith)]
  ring

end

end GridShiftNoise
```

The two-point formula applies because the triangle vanishes from distance `h` onwards. The facts `p1` and `p2` show that both sampled values are nonnegative, so each `max` can be removed, and `ring` adds the two linear pieces.

```lean
#print axioms GridShiftNoise.eggbox_noise
#print axioms GridShiftNoise.mean_square_gridSum
#print axioms GridShiftNoise.exists_shift_overestimate
#print axioms GridShiftNoise.triangle_no_noise
```

```
'GridShiftNoise.eggbox_noise' depends on axioms: [propext, Classical.choice, Quot.sound]
'GridShiftNoise.mean_square_gridSum' depends on axioms: [propext, Classical.choice, Quot.sound]
'GridShiftNoise.exists_shift_overestimate' depends on axioms: [propext, Classical.choice, Quot.sound]
'GridShiftNoise.triangle_no_noise' depends on axioms: [propext, Classical.choice, Quot.sound]
```
